# Unequal level energies break collective quasi-spin conservation

Fermions in $W$ doubly degenerate levels can scatter in pairs from one level to another. If the pairing strength is the same for every initial and final level, including the terms where the two coincide, this interaction is proportional to $S_+S_-$, and the collective quasi-spin classifies its eigenstates. A single-particle term with its own energy for each level may spoil that classification. For this non-interacting term, the question is which level energies let it commute with $S_+S_-$.

## The commutator and its independent terms

Level $m$ has partner modes $(m,0)$ and $(m,1)$, with annihilators $a_x$ and creators $c_x$ obeying
$$\{a_x,a_y\}=\{c_x,c_y\}=0,\qquad \{a_x,c_y\}=\delta_{xy}.$$
Define
$$P_m=c_{m0}c_{m1},\quad Q_m=a_{m1}a_{m0},\quad N_m=c_{m0}a_{m0}+c_{m1}a_{m1},$$
$$S_+=\sum_m P_m,\quad S_-=\sum_m Q_m,\quad H=\sum_m e_mN_m.$$

**Claim.** In a nontrivial complex algebra, $[H,S_+S_-]=0$ if and only if all $e_m$ are equal.

The anticommutation relations give
$$[c_xa_x,c_y]=c_x\{a_x,c_y\}-\{c_x,c_y\}a_x=\delta_{xy}c_x,$$
$$[c_xa_x,a_y]=c_x\{a_x,a_y\}-\{c_x,a_y\}a_x=-\delta_{xy}a_x.$$
By the Leibniz rule, $[N_m,P_k]=2\delta_{mk}P_k$ and $[N_m,Q_l]=-2\delta_{ml}Q_l$. Hence $[H,P_k]=2e_kP_k$, $[H,Q_l]=-2e_lQ_l$, and
$$[H,S_+S_-]=\sum_{k,l}2(e_k-e_l)P_kQ_l.$$
Equal energies make this vanish.

For the converse, suppose $\sum_{k,l} w_{kl}P_kQ_l=0$ and fix $i\ne j$. Commutation with $N_i$ multiplies $P_kQ_l$ by $2(\delta_{ki}-\delta_{li})$. Commute with $N_j$, then with $N_i$; only the transfers $j\to i$ and $i\to j$ survive. Commute with $N_i$ once more and add twice the operator: this removes $i\to j$. What remains is
$$(-2)(2)(4)\,w_{ij}P_iQ_j=-16\,w_{ij}P_iQ_j=0.$$

The product $P_iQ_j$ is nonzero, because its factors can be stripped off:
$$[a_{i0},P_iQ_j]=c_{i1}Q_j,\quad \{a_{i1},c_{i1}Q_j\}=Q_j,\quad [c_{j1},Q_j]=a_{j0}.$$
If $P_iQ_j$ were zero, then $a_{j0}=0$, and $\{a_{j0},c_{j0}\}=1$ would give $0=1$. So $w_{ij}=0$; with $w_{ij}=2(e_i-e_j)$ the energies agree.

The squared quasi-spin is $S^2=S_+S_-+S_0^2-S_0$, where $S_0=\frac12(\sum_mN_m-W)$. Number operators commute, so $[H,S_0]=0$. Thus $H$ commutes with $S^2$ exactly when it commutes with $S_+S_-$.

## One pair in two levels

Take levels $0,1$ with $e_0=0$, $e_1=1$, and the one-pair basis $P_0|\mathrm{vac}\rangle$, $P_1|\mathrm{vac}\rangle$. Then
$$H=\begin{pmatrix}0&0\\0&2\end{pmatrix},\quad S_+S_-=\begin{pmatrix}1&1\\1&1\end{pmatrix},\quad [H,S_+S_-]=\begin{pmatrix}0&-2\\2&0\end{pmatrix}.$$
Here $S_0=0$, so the eigenvalues $2$ and $0$ of $S_+S_-$ belong to $S=1$ and $S=0$. With $|\pm\rangle=(P_0\pm P_1)|\mathrm{vac}\rangle/\sqrt2$, one finds $H|+\rangle=|+\rangle-|-\rangle$: the splitting mixes the two.

In an exact diagonalisation of this uniform pairing model on the full Fock space, the Hamiltonian is therefore block diagonal in $S$ for equal energies only. With unequal energies, some matrix elements between different $S$ are nonzero. A sector of fixed particle number can be an exception: with one particle, all states have the same $S$.

## Fermion modes and quasi-spin in Lean

```lean
import Mathlib

open Matrix

namespace QuasiSpinLevelSplitting

noncomputable section
```

`FermionModes` states the anticommutation relations. It does not require `c` to be the adjoint of `a`, and no Hilbert space is chosen.

```lean
/-- Canonical anticommutation relations for annihilators `a` and creators `c`. -/
structure FermionModes {μ A : Type*} [DecidableEq μ] [Ring A] (a c : μ → A) : Prop where
  aa : ∀ x y, a x * a y + a y * a x = 0
  cc : ∀ x y, c x * c y + c y * c x = 0
  ac : ∀ x y, a x * c y + c y * a x = if x = y then 1 else 0
```

The finite type `M` labels the levels, and `A` is the complex algebra. The next definitions are $P_m$, $Q_m$ and $N_m$.

```lean
variable {M A : Type*} [Fintype M] [DecidableEq M] [Ring A] [Algebra ℂ A]

/-- Creator of a pair in level `m`; the partner modes are `(m, 0)` and `(m, 1)`. -/
def pairCreate (c : M × Fin 2 → A) (m : M) : A := c (m, 0) * c (m, 1)

/-- Annihilator of a pair in level `m`. -/
def pairAnnih (a : M × Fin 2 → A) (m : M) : A := a (m, 1) * a (m, 0)

/-- Occupation of level `m`, summed over its two partner modes. -/
def levelNumber (a c : M × Fin 2 → A) (m : M) : A :=
  c (m, 0) * a (m, 0) + c (m, 1) * a (m, 1)
```

The energies `e` may be complex; a Hermitian Hamiltonian has real ones.

```lean
/-- Single-particle Hamiltonian with level energies `e`. -/
def levelH (a c : M × Fin 2 → A) (e : M → ℂ) : A := ∑ m, e m • levelNumber a c m

/-- Collective quasi-spin raising operator. -/
def splus (c : M × Fin 2 → A) : A := ∑ m, pairCreate c m

/-- Collective quasi-spin lowering operator. -/
def sminus (a : M × Fin 2 → A) : A := ∑ m, pairAnnih a m
```

In `szero`, `Fintype.card M` is $W$.

```lean
/-- Third quasi-spin component: half the difference between the particle number and the number of
levels. -/
def szero (a c : M × Fin 2 → A) : A :=
  (1 / 2 : ℂ) • ((∑ m, levelNumber a c m) - (Fintype.card M : A))

/-- Square of the collective quasi-spin. -/
def casimir (a c : M × Fin 2 → A) : A :=
  splus c * sminus a + szero a c * szero a c - szero a c
```

In `transferSum`, the amplitude `w k l` belongs to $P_kQ_l$, which moves a pair from `l` to `k`.

```lean
/-- Sum of pair transfers from level `l` to level `k` with amplitudes `w k l`. -/
def transferSum (a c : M × Fin 2 → A) (w : M → M → ℂ) : A :=
  ∑ k, ∑ l, w k l • (pairCreate c k * pairAnnih a l)
```

## Energy weights of pair operators

The two number commutators follow from the anticommutation relations by noncommutative ring algebra.

```lean
variable {a c : M × Fin 2 → A}

omit [Fintype M] [Algebra ℂ A] in
/-- Commutators of a mode's number operator with a creator and with an annihilator. -/
theorem number_commutators (h : FermionModes a c) (x y : M × Fin 2) :
    c x * a x * c y - c y * (c x * a x) = c x * (if x = y then 1 else 0) ∧
    c x * a x * a y - a y * (c x * a x) = -((if y = x then 1 else 0) * a x) := by
  constructor
  · rw [← h.ac x y]
    linear_combination (norm := noncomm_ring) -(h.cc x y * a x)
  · rw [← h.ac y x]
    linear_combination (norm := noncomm_ring) c x * h.aa x y
```

In the next two proofs, `e1` is the Leibniz expansion and `key` is the commutator with one $N_m$. Summing over levels selects the energy of level `k`.

```lean
/-- The commutator of the level Hamiltonian with a pair creator is twice the level energy
times that creator. -/
theorem levelH_pairCreate (h : FermionModes a c) (e : M → ℂ) (k : M) :
    levelH a c e * pairCreate c k - pairCreate c k * levelH a c e
      = (2 * e k) • pairCreate c k := by
  have n := fun x y => (number_commutators h x y).1
  have key : ∀ m, levelNumber a c m * pairCreate c k - pairCreate c k * levelNumber a c m
      = if m = k then (2 : ℂ) • pairCreate c k else 0 := by
    intro m
    -- Leibniz rule for each of the two number operators
    have e1 : levelNumber a c m * pairCreate c k - pairCreate c k * levelNumber a c m
        = (c (m, 0) * a (m, 0) * c (k, 0) - c (k, 0) * (c (m, 0) * a (m, 0))) * c (k, 1)
        + c (k, 0) * (c (m, 0) * a (m, 0) * c (k, 1) - c (k, 1) * (c (m, 0) * a (m, 0)))
        + (c (m, 1) * a (m, 1) * c (k, 0) - c (k, 0) * (c (m, 1) * a (m, 1))) * c (k, 1)
        + c (k, 0) * (c (m, 1) * a (m, 1) * c (k, 1) - c (k, 1) * (c (m, 1) * a (m, 1))) := by
      unfold levelNumber pairCreate
      noncomm_ring
    rw [e1]
    simp only [n]
    by_cases hm : m = k
    · simp [hm, pairCreate]
      module
    · simp [hm]
  unfold levelH
  rw [Finset.sum_mul, Finset.mul_sum, ← Finset.sum_sub_distrib]
  simp only [smul_mul_assoc, mul_smul_comm, ← smul_sub, key, smul_ite, smul_zero,
    Finset.sum_ite_eq', Finset.mem_univ, if_true, smul_smul]
  rw [mul_comm]

/-- The commutator of the level Hamiltonian with a pair annihilator is minus twice the level
energy times that annihilator. -/
theorem levelH_pairAnnih (h : FermionModes a c) (e : M → ℂ) (k : M) :
    levelH a c e * pairAnnih a k - pairAnnih a k * levelH a c e
      = (-(2 * e k)) • pairAnnih a k := by
  have n := fun x y => (number_commutators h x y).2
  have key : ∀ m, levelNumber a c m * pairAnnih a k - pairAnnih a k * levelNumber a c m
      = if m = k then (-2 : ℂ) • pairAnnih a k else 0 := by
    intro m
    have e1 : levelNumber a c m * pairAnnih a k - pairAnnih a k * levelNumber a c m
        = (c (m, 0) * a (m, 0) * a (k, 1) - a (k, 1) * (c (m, 0) * a (m, 0))) * a (k, 0)
        + a (k, 1) * (c (m, 0) * a (m, 0) * a (k, 0) - a (k, 0) * (c (m, 0) * a (m, 0)))
        + (c (m, 1) * a (m, 1) * a (k, 1) - a (k, 1) * (c (m, 1) * a (m, 1))) * a (k, 0)
        + a (k, 1) * (c (m, 1) * a (m, 1) * a (k, 0) - a (k, 0) * (c (m, 1) * a (m, 1))) := by
      unfold levelNumber pairAnnih
      noncomm_ring
    rw [e1]
    simp only [n]
    by_cases hm : m = k
    · simp [hm, pairAnnih]
      module
    · simp [hm, Ne.symm hm]
  unfold levelH
  rw [Finset.sum_mul, Finset.mul_sum, ← Finset.sum_sub_distrib]
  simp only [smul_mul_assoc, mul_smul_comm, ← smul_sub, key, smul_ite, smul_zero,
    Finset.sum_ite_eq', Finset.mem_univ, if_true, smul_smul]
  congr 1
  ring
```

Together they give each transfer the weight $2(e_k-e_l)$.

```lean
/-- Commutation with the level Hamiltonian multiplies each pair-transfer amplitude by twice
the energy difference of the two levels. -/
theorem levelH_transferSum (h : FermionModes a c) (e : M → ℂ) (w : M → M → ℂ) :
    levelH a c e * transferSum a c w - transferSum a c w * levelH a c e
      = transferSum a c (fun k l => 2 * (e k - e l) * w k l) := by
  simp only [transferSum, Finset.mul_sum, Finset.sum_mul, ← Finset.sum_sub_distrib]
  refine Finset.sum_congr rfl fun k _ => Finset.sum_congr rfl fun l _ => ?_
  have hkl : levelH a c e * (pairCreate c k * pairAnnih a l)
      - pairCreate c k * pairAnnih a l * levelH a c e
      = (2 * (e k - e l)) • (pairCreate c k * pairAnnih a l) := by
    calc _ = (levelH a c e * pairCreate c k - pairCreate c k * levelH a c e) * pairAnnih a l
          + pairCreate c k * (levelH a c e * pairAnnih a l - pairAnnih a l * levelH a c e) := by
          noncomm_ring
      _ = _ := by
          rw [levelH_pairCreate h, levelH_pairAnnih h, smul_mul_assoc, mul_smul_comm, ← add_smul]
          congr 1
          ring
  rw [mul_smul_comm, smul_mul_assoc, ← smul_sub, hkl, smul_smul]
  congr 1
  ring
```

## Isolating a single transfer

The equations `h1`, `h2` and `h3` strip off the factors in the order used above.

```lean
omit [Fintype M] [Algebra ℂ A] in
/-- Every pair-transfer operator is nonzero in a nontrivial algebra. -/
theorem pairTransfer_ne_zero [Nontrivial A] (h : FermionModes a c) (i j : M) :
    pairCreate c i * pairAnnih a j ≠ 0 := by
  intro h0
  unfold pairCreate pairAnnih at h0
  have e0 : a (i, 0) * c (i, 0) + c (i, 0) * a (i, 0) = 1 := by rw [h.ac]; simp
  have e1 : a (i, 0) * c (i, 1) + c (i, 1) * a (i, 0) = 0 := by rw [h.ac]; simp
  have f1 : a (i, 1) * c (i, 1) + c (i, 1) * a (i, 1) = 1 := by rw [h.ac]; simp
  have g1 : a (j, 1) * c (j, 1) + c (j, 1) * a (j, 1) = 1 := by rw [h.ac]; simp
  have g0 : a (j, 0) * c (j, 1) + c (j, 1) * a (j, 0) = 0 := by rw [h.ac]; simp
  -- strip off three factors one after another, leaving `a (j, 0)`
  have h1 : c (i, 1) * (a (j, 1) * a (j, 0)) = 0 := by
    linear_combination (norm := noncomm_ring)
      a (i, 0) * h0 - h0 * a (i, 0) - e0 * (c (i, 1) * (a (j, 1) * a (j, 0)))
      + c (i, 0) * e1 * (a (j, 1) * a (j, 0))
      - c (i, 0) * c (i, 1) * h.aa (i, 0) (j, 1) * a (j, 0)
      + c (i, 0) * c (i, 1) * a (j, 1) * h.aa (i, 0) (j, 0)
  have h2 : a (j, 1) * a (j, 0) = 0 := by
    linear_combination (norm := noncomm_ring)
      a (i, 1) * h1 + h1 * a (i, 1) - f1 * (a (j, 1) * a (j, 0))
      + c (i, 1) * h.aa (i, 1) (j, 1) * a (j, 0)
      - c (i, 1) * a (j, 1) * h.aa (i, 1) (j, 0)
  have h3 : a (j, 0) = 0 := by
    linear_combination (norm := noncomm_ring)
      c (j, 1) * h2 - h2 * c (j, 1) - g1 * a (j, 0) + a (j, 1) * g0
  have h4 := h.ac (j, 0) (j, 0)
  simp [h3] at h4
```

Here `step` multiplies the amplitudes by $2(g_k-g_l)+r$ while keeping the sum zero. The indicator `s i`, used as an energy function, turns $H$ into $N_i$. `hW` checks that every other transfer is removed, and the last line divides by $-16$.

```lean
/-- If a sum of pair transfers vanishes, so does each amplitude between distinct levels. -/
theorem transferSum_coeff [Nontrivial A] (h : FermionModes a c) {w : M → M → ℂ}
    (hw : transferSum a c w = 0) {i j : M} (hij : i ≠ j) : w i j = 0 := by
  have step : ∀ (g : M → ℂ) (r : ℂ) (v : M → M → ℂ), transferSum a c v = 0 →
      transferSum a c (fun k l => (2 * (g k - g l) + r) * v k l) = 0 := by
    intro g r v hv
    have hs : transferSum a c (fun k l => (2 * (g k - g l) + r) * v k l)
        = transferSum a c (fun k l => 2 * (g k - g l) * v k l) + r • transferSum a c v := by
      simp only [transferSum, Finset.smul_sum, ← Finset.sum_add_distrib, smul_smul,
        ← add_smul, add_mul]
    rw [hs, ← levelH_transferSum h g v, hv]
    simp
  have single : ∀ v : M → M → ℂ, (∀ k l, k ≠ i ∨ l ≠ j → v k l = 0) →
      transferSum a c v = v i j • (pairCreate c i * pairAnnih a j) := by
    intro v hv
    unfold transferSum
    refine (Finset.sum_eq_single i ?_ ?_).trans (Finset.sum_eq_single j ?_ ?_)
    · intro k _ hk
      exact Finset.sum_eq_zero fun l _ => by rw [hv k l (Or.inl hk), zero_smul]
    · intro h'
      exact absurd (Finset.mem_univ i) h'
    · intro l _ hl
      simp only [hv i l (Or.inr hl), zero_smul]
    · intro h'
      exact absurd (Finset.mem_univ j) h'
  obtain ⟨s, hs⟩ : ∃ s : M → M → ℂ, ∀ m k, s m k = if k = m then 1 else 0 :=
    ⟨fun m k => if k = m then 1 else 0, fun _ _ => rfl⟩
  -- commutators with the occupations of levels j, i and i, the last with twice the operator added, leave only the transfer j → i
  have hW : ∀ k l, k ≠ i ∨ l ≠ j → (2 * (s i k - s i l) + 2) *
      ((2 * (s i k - s i l) + 0) * ((2 * (s j k - s j l) + 0) * w k l)) = 0 := by
    intro k l hkl
    by_cases hk : k = i
    · have hl : l ≠ j := hkl.resolve_left (not_not.mpr hk)
      simp [hs, hk, hl, hij]
    · by_cases hl : l = i
      · simp [hs, hk, hl]
      · simp [hs, hk, hl]
  have h3 := step (s i) 2 _ (step (s i) 0 _ (step (s j) 0 w hw))
  have h4 := (single (fun k l => (2 * (s i k - s i l) + 2) *
      ((2 * (s i k - s i l) + 0) * ((2 * (s j k - s j l) + 0) * w k l))) hW).symm.trans h3
  have h5 := (smul_eq_zero.mp h4).resolve_right (pairTransfer_ne_zero h i j)
  have e1 : s i i = 1 := by simp [hs]
  have e2 : s i j = 0 := by simp [hs, hij.symm]
  have e3 : s j i = 0 := by simp [hs, hij]
  have e4 : s j j = 1 := by simp [hs]
  simp only [e1, e2, e3, e4] at h5
  linear_combination (-1 / 16) * h5
```

## Equal energies as the exact condition

The first theorem reads: for any modes obeying the relations in a nontrivial algebra, $H$ commutes with $S_+S_-$ if and only if `e k = e l` for all `k` and `l`. With no level or one level, both sides hold.

```lean
/-- The level Hamiltonian commutes with the pairing operator `S₊S₋` if and only if all level
energies are equal. -/
theorem levelH_commute_pairing_iff [Nontrivial A] (h : FermionModes a c) (e : M → ℂ) :
    Commute (levelH a c e) (splus c * sminus a) ↔ ∀ k l, e k = e l := by
  have hT : splus c * sminus a = transferSum a c (fun _ _ => 1) := by
    simp only [splus, sminus, transferSum, Finset.sum_mul_sum, one_smul]
  have hc : levelH a c e * (splus c * sminus a) - splus c * sminus a * levelH a c e
      = transferSum a c (fun k l => 2 * (e k - e l)) := by
    rw [hT, levelH_transferSum h]
    simp only [mul_one]
  constructor
  · intro hcomm k l
    by_cases hkl : k = l
    · rw [hkl]
    · have hz := hc.symm.trans (sub_eq_zero.mpr hcomm.eq)
      have h2 : 2 * (e k - e l) = 0 := transferSum_coeff h hz hkl
      linear_combination h2 / 2
  · intro he
    have h0 : ∀ k l, 2 * (e k - e l) = 0 := fun k l => by rw [he k l, sub_self, mul_zero]
    refine sub_eq_zero.mp (hc.trans ?_)
    simp only [transferSum, h0, zero_smul, Finset.sum_const_zero]
```

The second theorem replaces $S_+S_-$ by $S^2$. Its proof shows that $H$ commutes with `szero`, then adds or subtracts the $S_0$ terms.

```lean
/-- The level Hamiltonian commutes with the square of the collective quasi-spin if and only if
all level energies are equal. -/
theorem levelH_commute_casimir_iff [Nontrivial A] (h : FermionModes a c) (e : M → ℂ) :
    Commute (levelH a c e) (casimir a c) ↔ ∀ k l, e k = e l := by
  -- number operators of any two modes commute
  have n : ∀ x y, Commute (c x * a x) (c y * a y) := by
    intro x y
    refine sub_eq_zero.mp ?_
    have e1 : c x * a x * (c y * a y) - c y * a y * (c x * a x)
        = (c x * a x * c y - c y * (c x * a x)) * a y
        + c y * (c x * a x * a y - a y * (c x * a x)) := by noncomm_ring
    rw [e1, (number_commutators h x y).1, (number_commutators h x y).2]
    by_cases hxy : x = y
    · simp [hxy]
    · simp [hxy, Ne.symm hxy]
  have hz : Commute (levelH a c e) (szero a c) := by
    unfold levelH szero levelNumber
    refine Commute.smul_right (Commute.sub_right (Commute.sum_right _ _ _ fun k _ =>
      Commute.sum_left _ _ _ fun m _ => Commute.smul_left ?_ _) (Nat.commute_cast _ _)) _
    exact ((n _ _).add_right (n _ _)).add_left ((n _ _).add_right (n _ _))
  rw [← levelH_commute_pairing_iff h e]
  constructor
  · intro hC
    have e1 : splus c * sminus a = casimir a c + szero a c - szero a c * szero a c := by
      unfold casimir
      abel
    rw [e1]
    exact (hC.add_right hz).sub_right (hz.mul_right hz)
  · intro hP
    exact (hP.add_right (hz.mul_right hz)).sub_right hz
```

## Two levels as nested matrices

A concrete model comes from adding one mode at a time, as in the Jordan–Wigner construction. The old modes become diagonal blocks of opposite sign, so that they anticommute with the new one.

```lean
/-- Adds a mode with matrix `x` in front of the modes `f`, which acquire a relative sign. -/
def addMode {B : Type*} [Ring B] {n : ℕ} (x : Matrix (Fin 2) (Fin 2) B) (f : Fin n → B) :
    Fin (n + 1) → Matrix (Fin 2) (Fin 2) B :=
  Fin.cons (α := fun _ => Matrix (Fin 2) (Fin 2) B) x (fun i => !![f i, 0; 0, -f i])

/-- Annihilators after one more mode is added. -/
def lower {B : Type*} [Ring B] {n : ℕ} (f : Fin n → B) := addMode !![0, 1; 0, 0] f

/-- Creators after one more mode is added. -/
def raise {B : Type*} [Ring B] {n : ℕ} (f : Fin n → B) := addMode !![0, 0; 1, 0] f
```

The proof checks the relations entry by entry, separating the new mode from the old ones.

```lean
/-- Adding a mode preserves the canonical anticommutation relations. -/
theorem fermionModes_addMode {B : Type*} [Ring B] {n : ℕ} {f g : Fin n → B}
    (h : FermionModes f g) : FermionModes (lower f) (raise g) := by
  refine ⟨?_, ?_, ?_⟩
  · intro x y
    induction x using Fin.cases <;> induction y using Fin.cases <;> ext p q <;>
      fin_cases p <;> fin_cases q <;>
      simp [lower, addMode, h.aa]
  · intro x y
    induction x using Fin.cases <;> induction y using Fin.cases <;> ext p q <;>
      fin_cases p <;> fin_cases q <;>
      simp [raise, addMode, h.cc]
  · intro x y
    induction x using Fin.cases with
    | zero =>
      induction y using Fin.cases <;> ext p q <;> fin_cases p <;> fin_cases q <;>
        simp [lower, raise, addMode, Matrix.mul_apply, Fin.sum_univ_succ,
          (Fin.succ_ne_zero _).symm]
    | succ i =>
      induction y using Fin.cases with
      | zero =>
        ext p q
        fin_cases p <;> fin_cases q <;>
          simp [lower, raise, addMode, Matrix.mul_apply, Fin.sum_univ_succ]
      | succ j =>
        by_cases hij : i = j <;> ext p q <;> fin_cases p <;> fin_cases q <;>
          simp [lower, raise, addMode, Matrix.mul_apply, Fin.sum_univ_succ, h.ac, hij]
```

Four additions, starting from no modes over `ℂ`, supply the modes of two levels; `modeLabel` arranges them by level and partner.

```lean
/-- Numbering of the four modes of two pairs. -/
def modeLabel (x : Fin 2 × Fin 2) : Fin 4 := ![![0, 1], ![2, 3]] x.1 x.2

/-- Nested two-by-two complex matrices realise two pairs of fermion modes. -/
theorem fermionModes_witness : FermionModes
    (fun x : Fin 2 × Fin 2 => lower (lower (lower (lower (![] : Fin 0 → ℂ)))) (modeLabel x))
    (fun x : Fin 2 × Fin 2 => raise (raise (raise (raise (![] : Fin 0 → ℂ)))) (modeLabel x)) := by
  have h0 : FermionModes (![] : Fin 0 → ℂ) (![] : Fin 0 → ℂ) :=
    ⟨fun x => x.elim0, fun x => x.elim0, fun x => x.elim0⟩
  have h4 := fermionModes_addMode (fermionModes_addMode
    (fermionModes_addMode (fermionModes_addMode h0)))
  have inj : ∀ x y, modeLabel x = modeLabel y ↔ x = y := by decide
  exact ⟨fun x y => h4.aa (modeLabel x) (modeLabel y),
    fun x y => h4.cc (modeLabel x) (modeLabel y),
    fun x y => (h4.ac (modeLabel x) (modeLabel y)).trans (if_congr (inj x y) rfl rfl)⟩

end

end QuasiSpinLevelSplitting
```

```lean
#print axioms QuasiSpinLevelSplitting.levelH_commute_casimir_iff
```

```
'QuasiSpinLevelSplitting.levelH_commute_casimir_iff' depends on axioms: [propext, Classical.choice, Quot.sound]
```
